# Polar tensors of a neutral diatomic with dipole $m(r)\,n$: charges $\pm m'$ along the bond, $\pm m/r$ across it

The dipole of the molecule is modelled as an explicit function of both nuclear positions, $\mu(R_1,R_2)=m(r)\,n$, where $r=|R_2-R_1|$ is the bond length, $n=(R_2-R_1)/r$ is the bond direction and $m$ is a given real function. The polar tensor of a nucleus, also called its Born effective charge tensor, is then the derivative of this function with respect to that nucleus's position, and its axial form is something to prove.

```lean
import Mathlib

open scoped InnerProductSpace

namespace DiatomicBornCharge

noncomputable section

/-- Three-dimensional Euclidean space, for positions, displacements and dipoles. -/
abbrev E3 := EuclideanSpace ℝ (Fin 3)

/-- The unit vector from nucleus 1 to nucleus 2, for distinct positions `R₁ ≠ R₂`. -/
def bondDir (R₁ R₂ : E3) : E3 := ‖R₂ - R₁‖⁻¹ • (R₂ - R₁)

/-- The dipole `m(r) n` of a diatomic with nuclei at distinct positions `R₁ ≠ R₂`,
where `r` is the bond length and `n` the bond direction. -/
def dipole (m : ℝ → ℝ) (R₁ R₂ : E3) : E3 := m ‖R₂ - R₁‖ • bondDir R₁ R₂

/-- The tensor `a n nᵀ + b (1 - n nᵀ)`, as a linear map on displacements. -/
def axialTensor (a b : ℝ) (n : E3) : E3 →L[ℝ] E3 :=
  a • (innerSL ℝ n).smulRight n +
    b • (ContinuousLinearMap.id ℝ E3 - (innerSL ℝ n).smulRight n)

/-- One third of the trace of a tensor on three-dimensional space. -/
def traceCharge (Z : E3 →L[ℝ] E3) : ℝ :=
  (∑ i : Fin 3, (Z (EuclideanSpace.single i 1)) i) / 3

/-- The axial tensor sends a displacement `v` to `a ⟪n, v⟫ n + b (v - ⟪n, v⟫ n)`. -/
theorem axialTensor_apply (a b : ℝ) (n v : E3) :
    axialTensor a b n v = a • (⟪n, v⟫_ℝ • n) + b • (v - ⟪n, v⟫_ℝ • n) := rfl

/-- For distinct nuclei the bond direction has length one. -/
theorem norm_bondDir {R₁ R₂ : E3} (h : R₁ ≠ R₂) : ‖bondDir R₁ R₂‖ = 1 := by
  have hr : ‖R₂ - R₁‖ ≠ 0 := norm_ne_zero_iff.mpr (sub_ne_zero.mpr h.symm)
  rw [bondDir, norm_smul, norm_inv, norm_norm, inv_mul_cancel₀ hr]

/-- For distinct nuclei, the gradient of the bond length with respect to the position
of nucleus 2 is the bond direction. -/
theorem hasFDerivAt_bondLength {R₁ R₂ : E3} (h : R₁ ≠ R₂) :
    HasFDerivAt (fun R : E3 => ‖R - R₁‖) (innerSL ℝ (bondDir R₁ R₂)) R₂ := by
  have hr : ‖R₂ - R₁‖ ≠ 0 := norm_ne_zero_iff.mpr (sub_ne_zero.mpr h.symm)
  have hs : HasFDerivAt (fun R : E3 => R - R₁) (ContinuousLinearMap.id ℝ E3) R₂ :=
    (hasFDerivAt_id R₂).sub_const R₁
  -- the length is the square root of the squared length
  have h2 := hs.norm_sq.sqrt (pow_ne_zero 2 hr)
  simp only [Real.sqrt_sq (norm_nonneg _)] at h2
  refine h2.congr_fderiv (ContinuousLinearMap.ext fun v => ?_)
  simp only [bondDir]
  generalize R₂ - R₁ = d at hr ⊢
  simp
  field_simp

/-- Polar tensor of nucleus 2: for distinct nuclei at distance `r`, with `m` of derivative
`m'` at `r`, the dipole has derivative `m' n nᵀ + (m(r)/r) (1 - n nᵀ)` in `R₂`. -/
theorem polarTensor_second {m : ℝ → ℝ} {m' : ℝ} {R₁ R₂ : E3} (h : R₁ ≠ R₂)
    (hm : HasDerivAt m m' ‖R₂ - R₁‖) :
    HasFDerivAt (fun R => dipole m R₁ R)
      (axialTensor m' (m ‖R₂ - R₁‖ / ‖R₂ - R₁‖) (bondDir R₁ R₂)) R₂ := by
  have hr : ‖R₂ - R₁‖ ≠ 0 := norm_ne_zero_iff.mpr (sub_ne_zero.mpr h.symm)
  have hs : HasFDerivAt (fun R : E3 => R - R₁) (ContinuousLinearMap.id ℝ E3) R₂ :=
    (hasFDerivAt_id R₂).sub_const R₁
  -- write the dipole as (m(r)/r) (R₂ - R₁) and use the chain and product rules
  have hg := (hm.fun_mul (hasDerivAt_inv hr)).comp_hasFDerivAt R₂ (hasFDerivAt_bondLength h)
  have hf : (fun R => dipole m R₁ R) =
      fun R => (m ‖R - R₁‖ * ‖R - R₁‖⁻¹) • (R - R₁) := by
    funext R
    simp only [dipole, bondDir, smul_smul]
  rw [hf]
  refine (hg.smul hs).congr_fderiv (ContinuousLinearMap.ext fun v => ?_)
  rw [axialTensor_apply]
  change (m ‖R₂ - R₁‖ * ‖R₂ - R₁‖⁻¹) • v +
    ((m' * ‖R₂ - R₁‖⁻¹ + m ‖R₂ - R₁‖ * (-(‖R₂ - R₁‖ ^ 2)⁻¹)) *
      ⟪bondDir R₁ R₂, v⟫_ℝ) • (R₂ - R₁) = _
  generalize ⟪bondDir R₁ R₂, v⟫_ℝ = s
  simp only [bondDir]
  generalize R₂ - R₁ = d
  module

/-- Polar tensor of nucleus 1: for distinct nuclei at distance `r`, with `m` of derivative `m'` at
`r`, the dipole has derivative `-(m' n nᵀ + (m(r)/r) (1 - n nᵀ))` in `R₁`. -/
theorem polarTensor_first {m : ℝ → ℝ} {m' : ℝ} {R₁ R₂ : E3} (h : R₁ ≠ R₂)
    (hm : HasDerivAt m m' ‖R₂ - R₁‖) :
    HasFDerivAt (fun R => dipole m R R₂)
      (-axialTensor m' (m ‖R₂ - R₁‖ / ‖R₂ - R₁‖) (bondDir R₁ R₂)) R₁ := by
  -- exchanging the nuclei reverses the bond direction and the dipole
  have hswap : ∀ A B : E3, bondDir A B = -bondDir B A := by
    intro A B
    simp only [bondDir]
    rw [norm_sub_rev B A, ← smul_neg, neg_sub]
  have hf : (fun R => dipole m R R₂) = fun R => -dipole m R₂ R := by
    funext R
    simp only [dipole]
    rw [hswap R R₂, norm_sub_rev R₂ R, smul_neg]
  rw [norm_sub_rev] at hm
  rw [hf, norm_sub_rev R₂ R₁]
  refine (polarTensor_second h.symm hm).fun_neg.congr_fderiv ?_
  congr 1
  refine ContinuousLinearMap.ext fun v => ?_
  rw [axialTensor_apply, axialTensor_apply, hswap R₂ R₁, inner_neg_left, neg_smul_neg]

/-- For distinct nuclei at distance `r`, with `m` of derivative `m'` at `r`, one third of the
trace of the polar tensor of nucleus 2 is `(m' + 2 m(r)/r) / 3`. -/
theorem traceCharge_dipole {m : ℝ → ℝ} {m' : ℝ} {R₁ R₂ : E3} (h : R₁ ≠ R₂)
    (hm : HasDerivAt m m' ‖R₂ - R₁‖) :
    traceCharge (fderiv ℝ (fun R => dipole m R₁ R) R₂) =
      (m' + 2 * m ‖R₂ - R₁‖ / ‖R₂ - R₁‖) / 3 := by
  rw [(polarTensor_second h hm).fderiv]
  have hn := EuclideanSpace.norm_sq_eq (bondDir R₁ R₂)
  rw [norm_bondDir h] at hn
  simp only [Real.norm_eq_abs, sq_abs, Fin.sum_univ_three] at hn
  generalize bondDir R₁ R₂ = n at hn ⊢
  -- the diagonal entries of the axial tensor
  have hd : ∀ (a b : ℝ) (i : Fin 3), (axialTensor a b n (EuclideanSpace.single i 1)) i =
      a * (n i * n i) + b * (1 - n i * n i) := by
    intro a b i
    rw [axialTensor_apply]
    simp [EuclideanSpace.inner_single_right]
  simp only [traceCharge, hd, Fin.sum_univ_three]
  linear_combination (-(m' - m ‖R₂ - R₁‖ / ‖R₂ - R₁‖) / 3) * hn

/-- For distinct nuclei at distance `r`, with `m` of derivative `m'` at `r`, moving nucleus 2
along the bond changes the dipole at the rate `m'`, and moving it perpendicular to the bond
at the rate `m(r)/r`, in each case parallel to the displacement. -/
theorem stretch_and_tilt {m : ℝ → ℝ} {m' : ℝ} {R₁ R₂ : E3} (h : R₁ ≠ R₂)
    (hm : HasDerivAt m m' ‖R₂ - R₁‖) :
    fderiv ℝ (fun R => dipole m R₁ R) R₂ (bondDir R₁ R₂) = m' • bondDir R₁ R₂ ∧
    ∀ v : E3, ⟪bondDir R₁ R₂, v⟫_ℝ = 0 →
      fderiv ℝ (fun R => dipole m R₁ R) R₂ v = (m ‖R₂ - R₁‖ / ‖R₂ - R₁‖) • v := by
  rw [(polarTensor_second h hm).fderiv]
  constructor
  · rw [axialTensor_apply, real_inner_self_eq_norm_sq, norm_bondDir h]
    module
  · intro v hv
    rw [axialTensor_apply, hv]
    module

/-- For `m` differentiable at all positive distances, the polar tensor is a multiple of the
identity at every geometry with distinct nuclei exactly when `m(r) = q r` for all `r > 0`,
with one fixed charge `q`. -/
theorem isotropic_iff_fixed_charge {m : ℝ → ℝ} (hm : ∀ r > 0, DifferentiableAt ℝ m r) :
    (∀ R₁ R₂ : E3, R₁ ≠ R₂ → ∃ c : ℝ,
      HasFDerivAt (fun R => dipole m R₁ R) (c • ContinuousLinearMap.id ℝ E3) R₂) ↔
    ∃ q : ℝ, ∀ r > 0, m r = q * r := by
  constructor
  · intro H
    -- comparing stretch and tilt gives m' r = m
    have key : ∀ r > 0, deriv m r * r = m r := by
      intro r hr
      let e : E3 := EuclideanSpace.single 0 1
      have he : ‖e‖ = 1 := by simp [e]
      have hnorm : ‖r • e - 0‖ = r := by
        rw [sub_zero, norm_smul, he, mul_one, Real.norm_eq_abs, abs_of_pos hr]
      have hne : (0 : E3) ≠ r • e := by
        intro h0
        rw [← h0, sub_zero, norm_zero] at hnorm
        exact hr.ne hnorm
      have hdir : bondDir 0 (r • e) = e := by
        rw [bondDir, hnorm, sub_zero, smul_smul, inv_mul_cancel₀ hr.ne', one_smul]
      obtain ⟨c, hc⟩ := H 0 (r • e) hne
      have hd : HasDerivAt m (deriv m r) ‖r • e - 0‖ := by
        rw [hnorm]
        exact (hm r hr).hasDerivAt
      have hZ := (polarTensor_second hne hd).unique hc
      rw [hdir, hnorm] at hZ
      have h0 := congrArg (fun L : E3 →L[ℝ] E3 => (L (EuclideanSpace.single 0 1)) 0) hZ
      have h1 := congrArg (fun L : E3 →L[ℝ] E3 => (L (EuclideanSpace.single 1 1)) 1) hZ
      simp [axialTensor_apply, e, EuclideanSpace.inner_single_left] at h0 h1
      rw [h0, ← h1, div_mul_cancel₀ _ hr.ne']
    -- hence m(r)/r has zero derivative and is constant
    have hq : ∀ r > 0, HasDerivAt (fun x => m x / x) 0 r := by
      intro r hr
      refine ((hm r hr).hasDerivAt.fun_div (hasDerivAt_id' r) hr.ne').congr_deriv ?_
      rw [key r hr]
      simp
    refine ⟨m 1, fun r hr => ?_⟩
    have hconst : m r / r = m 1 / 1 :=
      isOpen_Ioi.is_const_of_deriv_eq_zero (s := Set.Ioi (0 : ℝ)) isPreconnected_Ioi
        (fun x hx => (hq x hx).differentiableAt.differentiableWithinAt)
        (fun x hx => (hq x hx).deriv) hr (Set.mem_Ioi.mpr one_pos)
    rw [div_one] at hconst
    rw [← hconst, div_mul_cancel₀ _ hr.ne']
  · rintro ⟨q, hq⟩ R₁ R₂ _
    refine ⟨q, ?_⟩
    -- the dipole is that of two fixed opposite charges
    have hf : (fun R => dipole m R₁ R) = fun R => q • (R - R₁) := by
      funext R
      by_cases hR : R - R₁ = 0
      · simp [dipole, bondDir, hR]
      · have hp : 0 < ‖R - R₁‖ := norm_pos_iff.mpr hR
        rw [dipole, bondDir, hq _ hp, smul_smul, mul_assoc, mul_inv_cancel₀ hp.ne', mul_one]
    rw [hf]
    exact ((hasFDerivAt_id R₂).sub_const R₁).const_smul q

end

end DiatomicBornCharge
```

```lean
#print axioms DiatomicBornCharge.polarTensor_first
#print axioms DiatomicBornCharge.traceCharge_dipole
#print axioms DiatomicBornCharge.stretch_and_tilt
#print axioms DiatomicBornCharge.isotropic_iff_fixed_charge
```

```
'DiatomicBornCharge.polarTensor_first' depends on axioms: [propext, Classical.choice, Quot.sound]
'DiatomicBornCharge.traceCharge_dipole' depends on axioms: [propext, Classical.choice, Quot.sound]
'DiatomicBornCharge.stretch_and_tilt' depends on axioms: [propext, Classical.choice, Quot.sound]
'DiatomicBornCharge.isotropic_iff_fixed_charge' depends on axioms: [propext, Classical.choice, Quot.sound]
```

## The molecule and its tensors in Lean

Positions, displacements and dipoles are all vectors of `E3`, three-dimensional Euclidean space. The function `bondDir R₁ R₂` is $n$, pointing from nucleus 1 to nucleus 2, and `dipole m R₁ R₂` is $m(r)\,n$. With the usual convention that a dipole points from negative to positive charge, $m(r)>0$ makes nucleus 2 the positive end.

A polar tensor is a continuous linear map `E3 →L[ℝ] E3` that takes a small displacement of a nucleus to the first-order change of the dipole. In components, the tensor of nucleus 2 is $Z_{ij}=\partial\mu_i/\partial R_{2,j}$. If dipoles are measured in elementary charge times length, its entries are charges in units of the elementary charge.

The definition `axialTensor a b n` is $a\,nn^{\mathsf T}+b\,(1-nn^{\mathsf T})$. It makes no reference to the dipole, so the equality between it and the derivative has content. The definition `traceCharge` is one third of the trace, the usual scalar summary of a Born charge tensor.

Two hypotheses recur. The first, `h : R₁ ≠ R₂`, gives the molecule a bond direction. The second, `hm : HasDerivAt m m' ‖R₂ - R₁‖`, says that $m$ has derivative $m'$ at the actual bond length. Physically, the dipole responds smoothly to a small stretch; this fails, for example, where the electronic ground state changes at a level crossing and the dipole jumps.

Under these hypotheses the theorems state the following.

- `polarTensor_second`: the dipole is differentiable in $R_2$, with derivative $Z=m'\,nn^{\mathsf T}+\frac{m(r)}{r}(1-nn^{\mathsf T})$.
- `polarTensor_first`: the derivative in $R_1$ is $-Z$.
- `traceCharge_dipole`: one third of the trace of $Z$ is $\frac13\left(m'+\frac{2m(r)}{r}\right)$.
- `stretch_and_tilt`: $Zn=m'n$, and $Zv=\frac{m(r)}{r}v$ for every $v$ perpendicular to $n$.

The last theorem, `isotropic_iff_fixed_charge`, concerns the whole curve and assumes that $m$ is differentiable at every $r>0$. The polar tensor is then a multiple $c$ of the identity at every geometry with distinct nuclei exactly when $m(r)=qr$ for all $r>0$. The number $c$ is allowed to vary with the geometry, whereas $q$ is a single constant.

## What the two charges mean

Stretching the bond changes the signed length $m$ of the dipole at the rate $m'$, the slope of the curve. Moving nucleus 2 sideways leaves the bond length unchanged to first order and turns the dipole, so that the dipole vector changes at the rate $m/r$. These are different properties of the dipole curve, and they can even have opposite signs.

Neutrality enters through the form of $\mu$, which depends only on $R_2-R_1$. A rigid translation therefore leaves the dipole unchanged, and the two polar tensors add up to zero, which is the acoustic sum rule for this molecule. For a charged molecule the dipole would also change under translation, and the two tensors would add up to the total charge times the identity.

For an isolated neutral diatomic whose dipole lies along the bond and depends only on its length, the dipole curve and the bond direction fix all entries of both Born charge tensors. A curve calculated with the same functional and numerical settings therefore gives a check on a density functional perturbation calculation for such a molecule. The function $m$ itself is an input: nothing here derives it from an electronic Hamiltonian, and there is no crystal or periodic cell in the model.

The isotropy theorem says when a picture of fixed point charges reproduces the response at every bond length. If $m(r)=qr$, the molecule behaves as fixed charges $-q$ on nucleus 1 and $+q$ on nucleus 2, and the stretching and tilting charges both equal $q$. Isotropy at a single bond length is weaker: for $m(r)=1+r^2$, a mathematical example and not a realistic dipole curve, $m'$ and $m/r$ are both 2 at $r=1$, yet the curve is not proportional to $r$.

A limiting case shows how far the two charges can differ. Suppose that the molecule separates into neutral atoms and that $m(r)=C\,r^{-k}$ at large $r$, with $C\neq0$ and $k>0$. Then
$$m'=-\frac{kC}{r^{k+1}},\qquad \frac{m}{r}=\frac{C}{r^{k+1}},\qquad \frac13\left(m'+\frac{2m}{r}\right)=\frac{(2-k)\,C}{3\,r^{k+1}}.$$
All three vanish as $r\to\infty$, but the stretching and tilting charges keep opposite signs and the fixed ratio $-k$. In the formula the trace charge vanishes at $k=2$ although the tensor does not, but this case is only algebraic: the dipole that one neutral atom induces in another falls off faster than $r^{-2}$.

## Differentiating the dipole

Write $d=R_2-R_1$, so that $r=|d|$ and $d=rn$. Displace nucleus 2 by a small vector $v$, so that $\delta d=v$. From $r^2=d\cdot d$ we get $2r\,\delta r=2\,d\cdot v$, and hence
$$\delta r=n\cdot v .$$
The gradient of the bond length is the bond direction.

Now write the dipole as $\mu=\frac{m(r)}{r}\,d$. The product and chain rules give
$$\delta\mu=\frac{m}{r}\,v+\left(\frac{m'}{r}-\frac{m}{r^2}\right)(n\cdot v)\,d .$$
Substituting $d=rn$ and collecting terms,
$$\delta\mu=\frac{m}{r}\,v+\left(m'-\frac{m}{r}\right)(n\cdot v)\,n
= m'(n\cdot v)\,n+\frac{m}{r}\bigl(v-(n\cdot v)\,n\bigr),$$
which is $Zv$.

In Lean, `hasFDerivAt_bondLength` proves the gradient formula by differentiating the square root of the squared length. In `polarTensor_second`, the equation `hf` rewrites the dipole as $\frac{m}{r}d$, `hg` differentiates the scalar factor, and `hg.smul hs` is the product rule. The `change` step displays $\delta\mu$ in the form of the first expression above, and `module` does the collecting of terms.

For nucleus 1, exchange the two positions. The length $r$ stays the same and $n$ changes sign, so $\mu(R_1,R_2)=-\mu(R_2,R_1)$. Differentiating the right-hand side in $R_1$ is the case already treated, with $-n$ as bond direction. Since $nn^{\mathsf T}$ is unchanged when $n$ is reversed, the result is $-Z$. The proof of `polarTensor_first` takes these steps in order: `hswap` reverses the direction, `hf` reverses the dipole, and `neg_smul_neg` cancels the two signs in $nn^{\mathsf T}$.

## Trace, stretch and tilt

The diagonal entries of $Z$ are $m'n_i^2+\frac{m}{r}(1-n_i^2)$. Because $n$ is a unit vector, $\sum_i n_i^2=1$, and so
$$\operatorname{tr}Z=m'+\frac{m}{r}(3-1)=m'+\frac{2m}{r}.$$
Dividing by 3 gives the trace charge. In `traceCharge_dipole`, `hd` computes the diagonal entries, `hn` is the unit-length condition supplied by `norm_bondDir`, and `linear_combination` puts the two together.

Setting $v=n$ in the formula for $\delta\mu$ gives $n\cdot v=1$ and leaves $m'n$. Taking $v$ perpendicular to $n$ gives $n\cdot v=0$ and leaves $\frac{m}{r}v$. The two halves of `stretch_and_tilt` make these substitutions through `axialTensor_apply`, which writes out the action of the tensor on a displacement.

## From isotropy to a fixed charge

Suppose that $Z=c\,1$ at every geometry. Acting on $n$ gives $c=m'$, and acting on a perpendicular vector gives $c=m/r$. Hence $m'(r)\,r=m(r)$ for every $r>0$, and
$$\frac{d}{dr}\,\frac{m(r)}{r}=\frac{m'(r)\,r-m(r)}{r^2}=0 .$$
A function with zero derivative on the whole half-line $r>0$ is constant there. Its value at $r=1$ is $q=m(1)$, so $m(r)=qr$.

For the first step, Lean places nucleus 1 at the origin and nucleus 2 at distance $r$ along the first coordinate axis. A derivative is unique, so the axial tensor equals $c\,1$ there. The diagonal entries for the first two axes, numbered 0 and 1 in the code, give $m'=c$ and $m/r=c$, which proves `key`. Then `hq` is the vanishing derivative of $m/r$, and `hconst` compares its values at $r$ and at 1.

Conversely, if $m(r)=qr$, then $\mu=q(R_2-R_1)$, whose derivative in $R_2$ is $q\,1$. Lean proves this equality of functions for every position of nucleus 2, including the one where the nuclei coincide; there `dipole` is a multiple of the zero vector, so both sides vanish.
